# The $M=0$ energies of two spins 1 with isotropic exchange and axial anisotropy

To compute the partition function of a magnetic dimer from a spin Hamiltonian that conserves the total projection $M$, one can sort the product states by $M$ and diagonalise each block separately. For two spins 1 the nine states fall into blocks of sizes 1, 2, 3, 2, 1, and for an isolated pair with isotropic exchange and equal, collinear axial anisotropy the largest block, $M=0$, has closed-form energies.

With $\hbar=1$ and spin operators $\mathbf S_1,\mathbf S_2$ the model is

$$H=J\,\mathbf S_1\cdot\mathbf S_2+D\,(S_{1z}^2+S_{2z}^2).$$

The real constant $J$ is the exchange coupling, antiferromagnetic for $J>0$. The real constant $D$ is the single-ion zero-field splitting, the energy of $m=\pm1$ relative to $m=0$ on each site, where $m$ is the eigenvalue of $S_z$. The claim is that $H$ maps the $M=0$ states into themselves, acts on them by the matrix $B$ below, and has there the eigenvalues $2D-J$ and

$$E_\pm=D-\frac J2\pm\frac12\sqrt{4D^2-4DJ+9J^2}$$

and no others.

## From ladder operators to the secular equation

Write $|{+}\rangle,|0\rangle,|{-}\rangle$ for the states of one spin with $m=1,0,-1$. The ladder operators act as $S_+|{-}\rangle=\sqrt2|0\rangle$, $S_+|0\rangle=\sqrt2|{+}\rangle$, $S_-|{+}\rangle=\sqrt2|0\rangle$, $S_-|0\rangle=\sqrt2|{-}\rangle$, with $S_+|{+}\rangle=S_-|{-}\rangle=0$. From $S_x=(S_++S_-)/2$ and $S_y=-i(S_+-S_-)/2$,

$$S_{1x}S_{2x}+S_{1y}S_{2y}=\tfrac14\big[(S_{1+}+S_{1-})(S_{2+}+S_{2-})-(S_{1+}-S_{1-})(S_{2+}-S_{2-})\big]=\tfrac12(S_{1+}S_{2-}+S_{1-}S_{2+}).$$

The operator $S_{1z}+S_{2z}$ multiplies $|m_1,m_2\rangle$ by $m_1+m_2$, so its kernel is spanned by $|{+},{-}\rangle$, $|0,0\rangle$, $|{-},{+}\rangle$. Each allowed flip contributes $\tfrac12\sqrt2\sqrt2=1$, and the diagonal is $Jm_1m_2+D(m_1^2+m_2^2)$. With the abbreviation $a=2D-J$,

$$H|{+},{-}\rangle=a|{+},{-}\rangle+J|0,0\rangle,\quad H|0,0\rangle=J|{+},{-}\rangle+J|{-},{+}\rangle,\quad H|{-},{+}\rangle=J|0,0\rangle+a|{-},{+}\rangle .$$

No other state appears, and on the amplitudes $(v_0,v_1,v_2)$ of the three states $H$ acts as

$$B=\begin{pmatrix}a&J&0\\J&0&J\\0&J&a\end{pmatrix}.$$

For a complex number $x$, expansion along the first row gives

$$\det(x-B)=(x-a)\,[x(x-a)-J^2]-J^2(x-a)=(x-a)(x^2-ax-2J^2).$$

The quadratic has roots $\tfrac12\big(a\pm\sqrt{a^2+8J^2}\big)$, and $a^2+8J^2=4D^2-4DJ+9J^2$, so these are $E_\pm$, with $E_++E_-=a$ and $E_+E_-=-2J^2$.

The vector $(1,0,-1)$ satisfies $Bv=av$. For $v=(J,E-a,J)$ the outer rows give $aJ+J(E-a)=EJ$, and the middle row demands $2J^2=E(E-a)$, which holds for $E=E_\pm$. For $J\neq0$ the normalised states are $(1,0,-1)/\sqrt2$ and $(J,E-a,J)/\sqrt{2J^2+(E-a)^2}$. The product $E_+E_-$ is then negative, so $E_-<0<E_+$; hence $a-E_-=E_+>0$ and $E_+-a=-E_->0$.

## Spin matrices and the Hamiltonian in Lean

```lean
import Mathlib

open Matrix Complex
open scoped Kronecker

namespace SpinOneDimer

noncomputable section
```

A single spin is represented by complex $3\times3$ matrices. The indices 0, 1, 2 of `Fin 3` stand for $m=+1,0,-1$, and the positive entries `rt2` fix the relative phases of the basis states.

```lean
/-- The number `√2` as a complex scalar. -/
def rt2 : ℂ := (Real.sqrt 2 : ℝ)

/-- Spin-1 raising operator in the basis `m = +1, 0, -1`. -/
def Sp : Matrix (Fin 3) (Fin 3) ℂ := !![0, rt2, 0; 0, 0, rt2; 0, 0, 0]

/-- Spin-1 lowering operator in the basis `m = +1, 0, -1`. -/
def Sm : Matrix (Fin 3) (Fin 3) ℂ := !![0, 0, 0; rt2, 0, 0; 0, rt2, 0]

/-- Spin-1 operator `Sx = (S₊ + S₋)/2`. -/
def Sx : Matrix (Fin 3) (Fin 3) ℂ := (1 / 2 : ℂ) • (Sp + Sm)

/-- Spin-1 operator `Sy = -i (S₊ - S₋)/2`. -/
def Sy : Matrix (Fin 3) (Fin 3) ℂ := (-I / 2) • (Sp - Sm)

/-- Spin-1 operator `Sz = diag(1, 0, -1)`. -/
def Sz : Matrix (Fin 3) (Fin 3) ℂ := !![1, 0, 0; 0, 0, 0; 0, 0, -1]
```

Two-spin operators are indexed by pairs, the first entry belonging to spin 1, and `⊗ₖ` is the Kronecker product. The exchange is defined from Cartesian components, so its ladder form is derived and not assumed. `H` has no Zeeman term, no rhombic term and no anisotropic exchange, and the same $D$ and axis on both sites.

```lean
/-- Operators on the nine-dimensional space of two spins 1. -/
abbrev Op := Matrix (Fin 3 × Fin 3) (Fin 3 × Fin 3) ℂ

/-- The exchange operator `S₁·S₂`. -/
def exchange : Op := Sx ⊗ₖ Sx + Sy ⊗ₖ Sy + Sz ⊗ₖ Sz

/-- The total spin projection `S₁z + S₂z`. -/
def totalSz : Op := Sz ⊗ₖ (1 : Matrix (Fin 3) (Fin 3) ℂ) + (1 : Matrix (Fin 3) (Fin 3) ℂ) ⊗ₖ Sz

/-- The dimer Hamiltonian `J S₁·S₂ + D (S₁z² + S₂z²)`. -/
def H (J D : ℝ) : Op :=
  (J : ℂ) • exchange + (D : ℂ) • ((Sz * Sz) ⊗ₖ (1 : Matrix (Fin 3) (Fin 3) ℂ)
    + (1 : Matrix (Fin 3) (Fin 3) ℂ) ⊗ₖ (Sz * Sz))
```

`label` lists the index pairs of $|{+},{-}\rangle$, $|0,0\rangle$, $|{-},{+}\rangle$. `embed v` is the nine-component state with amplitudes $v_0,v_1,v_2$ at these pairs and zero elsewhere. `block` is $B$.

```lean
/-- Labels of the product states `|+,-⟩, |0,0⟩, |-,+⟩`. -/
def label : Fin 3 → Fin 3 × Fin 3 := ![(0, 2), (1, 1), (2, 0)]

/-- The two-spin state `v₀|+,-⟩ + v₁|0,0⟩ + v₂|-,+⟩`. -/
def embed (v : Fin 3 → ℂ) : Fin 3 × Fin 3 → ℂ :=
  fun p => !![0, 0, v 0; 0, v 1, 0; v 2, 0, 0] p.1 p.2

/-- The matrix `[[2D-J, J, 0], [J, 0, J], [0, J, 2D-J]]`. -/
def block (J D : ℝ) : Matrix (Fin 3) (Fin 3) ℂ :=
  !![2 * D - J, J, 0; J, 0, J; 0, J, 2 * D - J]

/-- The energy `E₊ = D - J/2 + √(4D² - 4DJ + 9J²)/2`. -/
def Eplus (J D : ℝ) : ℝ := D - J / 2 + Real.sqrt (4 * D ^ 2 - 4 * D * J + 9 * J ^ 2) / 2

/-- The energy `E₋ = D - J/2 - √(4D² - 4DJ + 9J²)/2`. -/
def Eminus (J D : ℝ) : ℝ := D - J / 2 - Real.sqrt (4 * D ^ 2 - 4 * D * J + 9 * J ^ 2) / 2
```

## The spin algebra and the invariant sector

```lean
/-- `√2 · √2 = 2`. -/
theorem rt2_mul : rt2 * rt2 = 2 := by
  unfold rt2
  rw [← Complex.ofReal_mul, Real.mul_self_sqrt (by norm_num)]
  norm_num
```

`spin_algebra` confirms that the matrices describe spin 1: they obey the commutation relations, and $S^2=s(s+1)=2$ for $s=1$. The relations $[S_+,S_-]=2S_z$ and $[S_z,S_\pm]=\pm S_\pm$ (`hpm`, `hp`, `hm`) and the ladder form of $S^2$ (`hc`) are checked entry by entry. The Cartesian statements are linear combinations of them, such as $[S_x,S_y]=\tfrac i2[S_+,S_-]$. Later proofs use the matrices directly and not this theorem.

```lean
/-- The spin matrices obey the angular momentum commutation relations and `S² = 2`. -/
theorem spin_algebra :
    Sx * Sy - Sy * Sx = I • Sz ∧ Sy * Sz - Sz * Sy = I • Sx ∧ Sz * Sx - Sx * Sz = I • Sy ∧
      Sx * Sx + Sy * Sy + Sz * Sz = (2 : ℂ) • (1 : Matrix (Fin 3) (Fin 3) ℂ) := by
  have hpm : Sp * Sm - Sm * Sp = (2 : ℂ) • Sz := by
    ext i j; fin_cases i <;> fin_cases j <;>
      simp [Sp, Sm, Sz, rt2_mul]
  have hp : Sz * Sp - Sp * Sz = Sp := by
    ext i j; fin_cases i <;> fin_cases j <;>
      simp [Sp, Sz]
  have hm : Sz * Sm - Sm * Sz = -Sm := by
    ext i j; fin_cases i <;> fin_cases j <;>
      simp [Sm, Sz]
  have hc : (1 / 2 : ℂ) • (Sp * Sm + Sm * Sp) + Sz * Sz
      = (2 : ℂ) • (1 : Matrix (Fin 3) (Fin 3) ℂ) := by
    ext i j; fin_cases i <;> fin_cases j <;>
      simp [Sp, Sm, Sz, rt2_mul] <;> norm_num
  have c1 : I * (-I / 2) = 1 / 2 := by linear_combination (-1 / 2 : ℂ) * I_mul_I
  have c2 : -I / 2 * (-I / 2) = -1 / 4 := by linear_combination (1 / 4 : ℂ) * I_mul_I
  have hI : I • Sy = (1 / 2 : ℂ) • (Sp - Sm) := by rw [Sy, smul_smul, c1]
  have hyy : Sy * Sy = (-1 / 4 : ℂ) • ((Sp - Sm) * (Sp - Sm)) := by
    rw [Sy, smul_mul_assoc, mul_smul_comm, smul_smul, c2]
  rw [hI, hyy]
  simp only [Sx, Sy, smul_mul_assoc, mul_smul_comm, add_mul, mul_add, sub_mul, mul_sub]
  refine ⟨?_, ?_, ?_, ?_⟩
  · linear_combination (norm := module) (I / 2) • hpm
  · linear_combination (norm := module) (I / 2) • hp - (I / 2) • hm
  · linear_combination (norm := module) (1 / 2 : ℂ) • hp + (1 / 2 : ℂ) • hm
  · linear_combination (norm := module) hc
```

`exchange_ladder` is the first display of the derivation with $S_{1z}S_{2z}$ added to both sides; the only input beyond ring arithmetic is $i^2=-1$, supplied as `I_mul_I`.

```lean
/-- Ladder form of the exchange: `S₁·S₂ = (S₁₊S₂₋ + S₁₋S₂₊)/2 + S₁z S₂z`. -/
theorem exchange_ladder : exchange = (1 / 2 : ℂ) • (Sp ⊗ₖ Sm + Sm ⊗ₖ Sp) + Sz ⊗ₖ Sz := by
  ext ⟨a, b⟩ ⟨c, d⟩
  simp only [exchange, Sx, Sy, Matrix.add_apply, Matrix.smul_apply, Matrix.sub_apply,
    kroneckerMap_apply, smul_eq_mul]
  linear_combination (1 / 4 : ℂ) * ((Sp a c - Sm a c) * (Sp b d - Sm b d)) * I_mul_I
```

In `totalSz_kernel`, the step `key` states that the total projection multiplies each amplitude by $m_1+m_2$. The six amplitudes with $m_1+m_2\neq0$ must then vanish, and the remaining three supply `v`.

```lean
/-- A state is annihilated by `S₁z + S₂z` exactly when it is a combination of
`|+,-⟩, |0,0⟩, |-,+⟩`. -/
theorem totalSz_kernel (ψ : Fin 3 × Fin 3 → ℂ) : totalSz *ᵥ ψ = 0 ↔ ∃ v, ψ = embed v := by
  -- the total projection is diagonal with entries m₁ + m₂
  have key : ∀ (φ : Fin 3 × Fin 3 → ℂ) (a b : Fin 3), (totalSz *ᵥ φ) (a, b)
      = ((![1, 0, -1] : Fin 3 → ℂ) a + (![1, 0, -1] : Fin 3 → ℂ) b) * φ (a, b) := by
    intro φ a b
    fin_cases a <;> fin_cases b <;>
      simp [totalSz, Sz, mulVec, dotProduct, Fintype.sum_prod_type, Fin.sum_univ_three,
        kroneckerMap_apply, Matrix.one_apply] <;> ring
  constructor
  · intro h
    refine ⟨![ψ (0, 2), ψ (1, 1), ψ (2, 0)], ?_⟩
    ext ⟨a, b⟩
    have h' := congrFun h (a, b)
    rw [key] at h'
    revert h'
    fin_cases a <;> fin_cases b <;> simp [embed]
  · rintro ⟨v, rfl⟩
    ext ⟨a, b⟩
    rw [key]
    fin_cases a <;> fin_cases b <;> simp [embed]
```

`hamiltonian_block` has two parts. The first says that the matrix elements between the three states form $B$. The second says that $H$ applied to `embed v` is the embedded $Bv$, which adds that nothing leaks into other states. After rewriting with the ladder form, each part is checked on its nine components, with `rt2_mul` producing the factor 2 of a flip.

```lean
/-- The matrix elements of `H` between `|+,-⟩, |0,0⟩, |-,+⟩` form `block J D`, and `H` maps the
span of these states into itself, acting on the amplitudes by `block J D`. -/
theorem hamiltonian_block (J D : ℝ) :
    (H J D).submatrix label label = block J D ∧
      ∀ v, H J D *ᵥ embed v = embed (block J D *ᵥ v) := by
  have hzz : Sz * Sz = !![1, 0, 0; 0, 0, 0; 0, 0, 1] := by
    ext i j; fin_cases i <;> fin_cases j <;> simp [Sz, Matrix.mul_apply, Fin.sum_univ_three]
  rw [H, exchange_ladder, hzz]
  constructor
  · ext i j
    fin_cases i <;> fin_cases j <;>
      simp [label, block, Sp, Sm, Sz, kroneckerMap_apply, Matrix.one_apply, rt2_mul] <;> ring
  · intro v
    ext ⟨a, b⟩
    fin_cases a <;> fin_cases b <;>
      simp [embed, block, Sp, Sm, Sz, mulVec, dotProduct, Fintype.sum_prod_type,
        Fin.sum_univ_three, kroneckerMap_apply, Matrix.one_apply, rt2_mul] <;>
      first | ring1 | (left; ring1) | (ring_nf; simp)
```

## Determinant, spectrum and eigenstates

`sum_prod` gives the sum and product of $E_\pm$. The product needs the square of the root to return the radicand, and the hints to `nlinarith` reflect $a^2+8J^2\ge0$.

```lean
/-- Sum and product of the two energies: `E₊ + E₋ = 2D - J` and `E₊ E₋ = -2J²`. -/
theorem sum_prod (J D : ℝ) :
    Eplus J D + Eminus J D = 2 * D - J ∧ Eplus J D * Eminus J D = -(2 * J ^ 2) := by
  have h : 0 ≤ 4 * D ^ 2 - 4 * D * J + 9 * J ^ 2 := by
    nlinarith [sq_nonneg (2 * D - J), sq_nonneg J]
  have hw := Real.sq_sqrt h
  unfold Eplus Eminus
  exact ⟨by ring, by linear_combination (-1 / 4 : ℝ) * hw⟩
```

`secular_det` expands the determinant with `det_fin_three` and replaces $x^2-ax-2J^2$ by $(x-E_+)(x-E_-)$ through the sum `hs` and the product `hp`.

```lean
/-- The secular determinant of the block is `(x - (2D - J)) (x - E₊) (x - E₋)`. -/
theorem secular_det (J D : ℝ) (x : ℂ) :
    (x • (1 : Matrix (Fin 3) (Fin 3) ℂ) - block J D).det
      = (x - (2 * D - J)) * (x - Eplus J D) * (x - Eminus J D) := by
  have hs : (Eplus J D : ℂ) + Eminus J D = 2 * D - J := by exact_mod_cast (sum_prod J D).1
  have hp : (Eplus J D : ℂ) * Eminus J D = -(2 * J ^ 2) := by exact_mod_cast (sum_prod J D).2
  have hM : x • (1 : Matrix (Fin 3) (Fin 3) ℂ) - block J D
      = !![x - (2 * D - J), -J, 0; -J, x, -J; 0, -J, x - (2 * D - J)] := by
    ext i j; fin_cases i <;> fin_cases j <;> simp [block]
  rw [hM, det_fin_three]
  simp
  linear_combination (x - (2 * D - J)) * x * hs - (x - (2 * D - J)) * hp
```

The main theorem reads: for all real $J,D$ and complex $x$, a nonzero state $\psi$ with $(S_{1z}+S_{2z})\psi=0$ and $H\psi=x\psi$ exists exactly when $x$ is $2D-J$, $E_+$ or $E_-$. Since $x$ ranges over the complex numbers, the reality of these eigenvalues is part of the conclusion. The statement gives a set of values and no degeneracies; algebraic multiplicities are read from `secular_det`. The other $M$ sectors are not treated.

The step `hd` identifies the three values with the zeros of the determinant, and `Matrix.exists_mulVec_eq_zero_iff` turns a vanishing determinant into a nonzero $v$ with $(x-B)v=0$. The rest transports eigenvectors between $\psi$ and $v$: `hl` recovers the amplitudes from `embed v`, and `hsm` says that `embed` commutes with scalars.

```lean
/-- A complex number `x` is an eigenvalue of `H` with an eigenvector of total projection `M = 0`
exactly when `x` is `2D - J`, `E₊` or `E₋`. -/
theorem sector_spectrum (J D : ℝ) (x : ℂ) :
    (∃ ψ, ψ ≠ 0 ∧ totalSz *ᵥ ψ = 0 ∧ H J D *ᵥ ψ = x • ψ) ↔
      x = 2 * D - J ∨ x = Eplus J D ∨ x = Eminus J D := by
  have hl : ∀ (v : Fin 3 → ℂ) (k : Fin 3), embed v (label k) = v k := by
    intro v k; fin_cases k <;> simp [embed, label]
  have hsm : ∀ (c : ℂ) (v : Fin 3 → ℂ), embed (c • v) = c • embed v := by
    intro c v; ext ⟨a, b⟩; fin_cases a <;> fin_cases b <;> simp [embed]
  have hsub : ∀ v, (x • (1 : Matrix (Fin 3) (Fin 3) ℂ) - block J D) *ᵥ v
      = x • v - block J D *ᵥ v := by
    intro v; rw [sub_mulVec, smul_mulVec, one_mulVec]
  -- the three values are the zeros of the secular determinant
  have hd : (x = 2 * D - J ∨ x = Eplus J D ∨ x = Eminus J D) ↔
      (x • (1 : Matrix (Fin 3) (Fin 3) ℂ) - block J D).det = 0 := by
    rw [secular_det, mul_eq_zero, mul_eq_zero, sub_eq_zero, sub_eq_zero, sub_eq_zero, or_assoc]
  rw [hd, ← Matrix.exists_mulVec_eq_zero_iff]
  constructor
  · rintro ⟨ψ, h0, hz, hH⟩
    obtain ⟨v, rfl⟩ := (totalSz_kernel ψ).1 hz
    refine ⟨v, ?_, ?_⟩
    · rintro rfl
      apply h0
      simpa using hsm 0 0
    · rw [(hamiltonian_block J D).2, ← hsm] at hH
      rw [hsub, sub_eq_zero]
      ext k
      rw [← hl (x • v) k, ← hH, hl]
  · rintro ⟨v, h0, hv⟩
    rw [hsub, sub_eq_zero] at hv
    refine ⟨embed v, fun h => h0 ?_, (totalSz_kernel _).2 ⟨v, rfl⟩, ?_⟩
    · ext k
      rw [← hl v k, h]; rfl
    · rw [(hamiltonian_block J D).2, ← hv, hsm]
```

`explicit_states` verifies the eigenvalue equations for the unnormalised vectors, `hq` being the middle-row condition. It does not state that the vectors are nonzero.

```lean
/-- `H` multiplies `|+,-⟩ - |-,+⟩` by `2D - J`, and for `E = E₊` or `E = E₋` it multiplies
`J|+,-⟩ + (E - (2D - J))|0,0⟩ + J|-,+⟩` by `E`. -/
theorem explicit_states (J D : ℝ) :
    H J D *ᵥ embed ![1, 0, -1] = (2 * D - J : ℂ) • embed ![1, 0, -1] ∧
      ∀ E : ℂ, E = Eplus J D ∨ E = Eminus J D →
        H J D *ᵥ embed ![J, E - (2 * D - J), J] = E • embed ![J, E - (2 * D - J), J] := by
  have hs : (Eplus J D : ℂ) + Eminus J D = 2 * D - J := by exact_mod_cast (sum_prod J D).1
  have hp : (Eplus J D : ℂ) * Eminus J D = -(2 * J ^ 2) := by exact_mod_cast (sum_prod J D).2
  constructor
  · rw [(hamiltonian_block J D).2]
    ext ⟨a, b⟩
    fin_cases a <;> fin_cases b <;> simp [embed, block, mulVec, dotProduct, Fin.sum_univ_three]
  · intro E hE
    -- both energies solve E (E - (2D - J)) = 2J²
    have hq : E * (E - (2 * D - J)) = 2 * J ^ 2 := by
      rcases hE with h | h <;> rw [h]
      · linear_combination (Eplus J D : ℂ) * hs - hp
      · linear_combination (Eminus J D : ℂ) * hs - hp
    rw [(hamiltonian_block J D).2]
    ext ⟨a, b⟩
    fin_cases a <;> fin_cases b <;>
      simp [embed, block, mulVec, dotProduct, Fin.sum_univ_three] <;>
      first | ring1 | linear_combination (-1 : ℂ) * hq
```

`level_order` assumes $J\neq0$, two spins that are actually coupled. The steps `h1` and `h2` exclude equal signs of $E_\pm$, and the sum rule finishes as above.

```lean
/-- For nonzero exchange the three energies are strictly ordered: `E₋ < 2D - J < E₊`. -/
theorem level_order (J D : ℝ) (hJ : J ≠ 0) : Eminus J D < 2 * D - J ∧ 2 * D - J < Eplus J D := by
  obtain ⟨hs, hp⟩ := sum_prod J D
  have hJ2 : 0 < J ^ 2 := by positivity
  have hle : Eminus J D ≤ Eplus J D := by
    unfold Eplus Eminus
    linarith [Real.sqrt_nonneg (4 * D ^ 2 - 4 * D * J + 9 * J ^ 2)]
  -- a negative product forces E₋ < 0 < E₊
  have h1 : Eminus J D < 0 := by
    by_contra h
    have h' := not_lt.1 h
    nlinarith [mul_nonneg (h'.trans hle) h']
  have h2 : 0 < Eplus J D := by
    by_contra h
    have h' := not_lt.1 h
    nlinarith [mul_nonneg (neg_nonneg.2 h') (neg_nonneg.2 h1.le)]
  constructor <;> linarith

end

end SpinOneDimer
```

```lean
#print axioms SpinOneDimer.exchange_ladder
#print axioms SpinOneDimer.sector_spectrum
#print axioms SpinOneDimer.explicit_states
#print axioms SpinOneDimer.level_order
```

```
'SpinOneDimer.exchange_ladder' depends on axioms: [propext, Classical.choice, Quot.sound]
'SpinOneDimer.sector_spectrum' depends on axioms: [propext, Classical.choice, Quot.sound]
'SpinOneDimer.explicit_states' depends on axioms: [propext, Classical.choice, Quot.sound]
'SpinOneDimer.level_order' depends on axioms: [propext, Classical.choice, Quot.sound]
```

## A numerical check and two counter-examples

The numbers that follow are worked out from the formulas and are not theorems of the file. If a program builds $H$ as a $9\times9$ array from Kronecker products in the order used here, the index pair $(p,q)$ sits at position $3p+q$, counted from zero. The $M=0$ block is the submatrix on positions 2, 4, 6. For $J=D=1$ it is $\begin{pmatrix}1&1&0\\1&0&1\\0&1&1\end{pmatrix}$ with eigenvalues $-1,1,2$ and normalised states $(1,-2,1)/\sqrt6$, $(1,0,-1)/\sqrt2$, $(1,1,1)/\sqrt3$. At inverse temperature $\beta$ the sector contributes $e^{\beta}+e^{-\beta}+e^{-2\beta}$ to the partition function. A program that uses the traceless form $D(S_z^2-\tfrac23)$ on each site finds all levels shifted by $-4D/3$.

Without the condition $M=0$ the list of eigenvalues is incomplete: for $J=D=1$ the state $|{+},{+}\rangle$ has energy $J+2D=3$, which is none of $-1,1,2$.

Without $J\neq0$ the strict ordering fails. For $J=0$, $D=1$ the formulas give $E_-=0$ and $E_+=2=2D-J$, because $|{+},{-}\rangle$ and $|{-},{+}\rangle$ are degenerate. The vector $(J,E_+-a,J)$ is then zero, so the equation in `explicit_states` still holds but names no state.
